# The D3h character average counts the hcp lattice harmonics of each \(l\)-shell

## A shell as a vector of coefficients

A function of angular momentum \(l\) on the sphere can be treated as a function of the polar angle \(\theta\) and the azimuth \(\varphi\), or as its list of expansion coefficients. These notes take the second route. With
\[ F(\theta,\varphi)=\sum_{m=-l}^{l} f_m\,\Theta_{l|m|}(\theta)\,e^{im\varphi}, \]
where the polar function \(\Theta_{l|m|}\) is proportional to an associated Legendre function and is the same for \(m\) and \(-m\), the shell function is the vector \((f_m)\), and each symmetry operation is specified by what it does to the \(f_m\). The Lean file works with the \(f_m\) alone and does not define the \(\Theta_{l|m|}\).

An atom of an hcp crystal has site symmetry D3h. In a full-potential LAPW calculation without magnetism, the density and potential inside its muffin-tin sphere have that symmetry. They can be expanded in lattice harmonics, the linearly independent combinations of spherical harmonics of one \(l\) that the site group leaves unchanged, each multiplied by its own function of the radius. The count below is the number of such terms in each shell.

## The operations of D3h

Take \(z\) along the threefold axis and \(x\) in a vertical mirror plane. Three operations generate the group of order 12.

- The rotation \(C_3\), \(\varphi\to\varphi+2\pi/3\), gives \(f_m\to e^{2\pi i m/3}f_m\).
- The horizontal mirror \(\sigma_h\), \(\theta\to\pi-\theta\), gives \(f_m\to(-1)^{l+|m|}f_m\), the parity of \(\Theta_{l|m|}\).
- The vertical mirror \(\sigma_v\), \(\varphi\to-\varphi\), gives \(f_m\to f_{-m}\). No sign appears because \(m\) and \(-m\) share one polar function.

A rotation by \(a\) about \(z\) has eigenvalues \(e^{ima}\), and the sines cancel in the trace, leaving
\[ c_l(a)=\sum_{m=-l}^{l}\cos(ma), \]
which holds for any axis. Inversion acts on the shell as \((-1)^l\), so inversion times a rotation has character \((-1)^l c_l(a)\). A mirror is inversion times a rotation by \(\pi\). The operation \(S_3=\sigma_hC_3\) is inversion times a rotation by \(\pi+2\pi/3\equiv-\pi/3\), and \(c_l\) is even in \(a\). The average over the classes \(E, 2C_3, 3C_2, \sigma_h, 2S_3, 3\sigma_v\) is
\[ A_l=\tfrac1{12}\big[c_l(0)+2c_l(\tfrac{2\pi}3)+3c_l(\pi)+(-1)^lc_l(\pi)+2(-1)^lc_l(\tfrac\pi3)+3(-1)^lc_l(\pi)\big]. \]

## The result

Call \(m\in\{0,\dots,l\}\) allowed if \(3\mid m\) and \(l+m\) is even, and let \(N_l\) be the number of allowed \(m\). For every natural \(l\),
\[ A_l=\frac{2l+5+2c_l(2\pi/3)+3(-1)^l+2(-1)^lc_l(\pi/3)}{12}=N_l, \]
and this number is the complex dimension of the space of coefficient vectors of the shell fixed by \(C_3\), \(\sigma_h\) and \(\sigma_v\).

## Closed form of the class sum

Passing from \(l\) to \(l+1\) adds \(m=\pm(l+1)\), so \(c_{l+1}(a)=c_l(a)+2\cos((l+1)a)\) with \(c_0(a)=1\). Induction gives \(c_l(a)=2S_l(a)-1\), where \(S_l(a)=\sum_{m=0}^{l}\cos(ma)\), hence \(c_l(0)=2l+1\). It also gives \(c_l(\pi)=(-1)^l\), since \((-1)^l+2(-1)^{l+1}=(-1)^{l+1}\). Each mirror then has character \((-1)^l(-1)^l=1\), and \((2l+1)+1+3=2l+5\).

## Two selection rules for each \(m\)

For \(m\ge0\) collect the contributions of \(E\), \(2C_3\), \(\sigma_h\) and \(2S_3\):
\[ T_m=1+2\cos\tfrac{2\pi m}{3}+(-1)^l\cos m\pi+2(-1)^l\cos\tfrac{m\pi}{3}. \]
From \(\cos(m\pi-x)=(-1)^m\cos x\) follow \(\cos m\pi=(-1)^m\) and, with \(x=2\pi m/3\), \(\cos(m\pi/3)=(-1)^m\cos(2\pi m/3)\). Therefore
\[ T_m=\big(1+2\cos\tfrac{2\pi m}{3}\big)\big(1+(-1)^{l+m}\big). \]
The first factor is 3 if \(3\mid m\), and otherwise the cosine is \(-\tfrac12\) and the factor vanishes. The second is 2 or 0 according to the parity of \(l+m\). So \(T_m=6\) for allowed \(m\) and 0 for the others, and summing over \(m=0,\dots,l\),
\[ (l+1)+2S_l(\tfrac{2\pi}3)+(-1)^lS_l(\pi)+2(-1)^lS_l(\tfrac\pi3)=6N_l. \]
Double this and insert \(2S_l=c_l+1\). The four terms become \(2l+2\), \(2c_l(2\pi/3)+2\), \(1+(-1)^l\) and \(2(-1)^lc_l(\pi/3)+2(-1)^l\). Their sum is the numerator above, equal to \(12N_l\).

## The invariant vectors

Invariance requires \(e^{2\pi im/3}f_m=f_m\), \((-1)^{l+|m|}f_m=f_m\) and \(f_{-m}=f_m\). A nonzero \(f_m\) forces both phases to be 1, so \(|m|\) is allowed; conversely, an even vector supported on allowed \(|m|\) satisfies all three conditions. Such a vector is fixed by its values at the allowed \(m\ge0\), which are free, so the dimension is \(N_l\). Each allowed \(m\) corresponds to the function \(\Theta_{lm}(\theta)\cos m\varphi\) up to a factor. If the basis functions \(\Theta_{l|m|}e^{im\varphi}\) are normalised, its normalised coefficients are \(f_0=1\) for \(m=0\) and \(f_{\pm m}=1/\sqrt2\) for \(m>0\). In spherical harmonics with the Condon–Shortley phase, where \(Y_{l,-m}=(-1)^mY_{lm}^*\), the coefficients of \(m\) and \(-m\) have opposite signs when \(m\) is odd.

## The shells \(l=0\), \(1\) and \(3\)

For \(l=0\) all \(c_0\) equal 1 and \(A_0=(5+2+3+2)/12=1\), the constant function. For \(l=1\), \(c_1(2\pi/3)=0\) and \(c_1(\pi/3)=2\), so \(A_1=(7+0-3-4)/12=0\). For \(l=3\), \(c_3(2\pi/3)=1\) and \(c_3(\pi/3)=-1\), so \(A_3=(11+2-3+2)/12=1\), the first function with azimuthal dependence, \(\sin^3\theta\cos3\varphi\).

## The Lean objects and their reach

`chi l a` is \(c_l(a)\), `chiInv l a` is \((-1)^lc_l(a)\), `d3hAverage l` is \(A_l\), and `allowed l` is the set of allowed \(m\), with \(N_l\) as its `card`. A coefficient vector has type `ℤ → ℂ`. `rotC3`, `mirrorH l` and `mirrorV` are the three operations, `w3` is \(e^{2\pi i/3}\), and `invariants l` holds the vectors that vanish for \(|m|>l\) and are fixed by all three.

`d3hAverage_eq` and `character_average_eq_count` are the two equalities of the result, and `finrank_invariants` equates the dimension with \(A_l\). `hcp_list` gives the allowed sets for \(l=0,\dots,8\): \(\{0\},\emptyset,\{0\},\{3\},\{0\},\{3\},\{0,6\},\{3\},\{0,6\}\). No theorem restricts \(l\) apart from this list.

The geometry enters through definitions: the action on coefficients, the class sizes, the reading of `chi` as a trace, the generation of D3h by the three operations and the hcp site symmetry are inputs to the file and are not derived in it. The general theorem that a character average counts invariants is not used either, since both sides are computed separately and agree.

```lean
import Mathlib

open Real Finset

namespace HcpLatticeHarmonics

noncomputable section

/-- Character of a rotation by `a` in the shell `l`: the sum of `cos (m a)` over `m = -l..l`. -/
def chi (l : ℕ) (a : ℝ) : ℝ := ∑ m ∈ Icc (-(l : ℤ)) l, cos (m * a)

/-- Character of inversion times a rotation by `a` in the shell `l`, of parity `(-1)^l`. -/
def chiInv (l : ℕ) (a : ℝ) : ℝ := (-1) ^ l * chi l a

/-- Average of the shell character over the D3h classes E, 2C3, 3C2, σh, 2S3, 3σv; mirrors
are inversion times a rotation by `π`, and S3 is inversion times a rotation by `π/3`. -/
def d3hAverage (l : ℕ) : ℝ :=
  (chi l 0 + 2 * chi l (2 * π / 3) + 3 * chi l π
    + chiInv l π + 2 * chiInv l (π / 3) + 3 * chiInv l π) / 12

/-- The values `m` in `0..l` divisible by 3 with `l + m` even. -/
def allowed (l : ℕ) : Finset ℕ := (range (l + 1)).filter fun m => 3 ∣ m ∧ Even (l + m)

/-- `cos (nπ - x) = (-1)^n cos x`. -/
theorem cos_nat_pi_sub (n : ℕ) (x : ℝ) : cos (n * π - x) = (-1) ^ n * cos x := by
  induction n with
  | zero => simp
  | succ n ih =>
    have h : ((n + 1 : ℕ) : ℝ) * π - x = (n * π - x) + π := by push_cast; ring
    rw [h, cos_add_pi, ih]; ring

/-- Going from shell `l` to `l + 1` adds `2 cos ((l+1) a)` to the rotation character. -/
theorem chi_succ (l : ℕ) (a : ℝ) :
    chi (l + 1) a = chi l a + 2 * cos (((l : ℝ) + 1) * a) := by
  have h : Icc (-((l + 1 : ℕ) : ℤ)) ((l + 1 : ℕ) : ℤ)
      = insert (-((l : ℤ) + 1)) (insert ((l : ℤ) + 1) (Icc (-(l : ℤ)) l)) := by
    ext m; simp only [mem_Icc, mem_insert]; omega
  unfold chi
  rw [h, sum_insert (by simp only [mem_insert, mem_Icc]; omega),
    sum_insert (by simp only [mem_Icc]; omega)]
  push_cast
  simp only [neg_mul, cos_neg]
  ring

/-- The rotation character folded onto `m ≥ 0`: twice the sum over `m = 0..l`, minus one. -/
theorem chi_fold (l : ℕ) (a : ℝ) :
    chi l a = 2 * ∑ m ∈ range (l + 1), cos ((m : ℝ) * a) - 1 := by
  induction l with
  | zero => norm_num [chi]
  | succ l ih => rw [chi_succ, ih, sum_range_succ _ (l + 1)]; push_cast; ring

/-- The character of a twofold rotation in the shell `l` is `(-1)^l`. -/
theorem chi_pi (l : ℕ) : chi l π = (-1) ^ l := by
  induction l with
  | zero => simp [chi]
  | succ l ih =>
    have h := cos_nat_pi_sub (l + 1) 0
    rw [sub_zero, cos_zero] at h
    push_cast at h
    rw [chi_succ, ih, h]; ring

/-- Threefold selection rule: `1 + 2 cos (2πm/3)` is 3 if `3 ∣ m` and 0 otherwise. -/
theorem c3_selection (m : ℕ) :
    1 + 2 * cos ((m : ℝ) * (2 * π / 3)) = if 3 ∣ m then 3 else 0 := by
  obtain ⟨k, hk⟩ : ∃ k, m = 3 * k ∨ m = 3 * k + 1 ∨ m = 3 * k + 2 := ⟨m / 3, by omega⟩
  rcases hk with rfl | rfl | rfl
  · have h : ((3 * k : ℕ) : ℝ) * (2 * π / 3) = 0 + k * (2 * π) := by push_cast; ring
    rw [h, cos_add_nat_mul_two_pi, cos_zero, if_pos (by omega)]; norm_num
  · have h : ((3 * k + 1 : ℕ) : ℝ) * (2 * π / 3) = (π - π / 3) + k * (2 * π) := by
      push_cast; ring
    rw [h, cos_add_nat_mul_two_pi, cos_pi_sub, cos_pi_div_three, if_neg (by omega)]; norm_num
  · have h : ((3 * k + 2 : ℕ) : ℝ) * (2 * π / 3) = (π / 3 + π) + k * (2 * π) := by
      push_cast; ring
    rw [h, cos_add_nat_mul_two_pi, cos_add_pi, cos_pi_div_three, if_neg (by omega)]; norm_num

/-- The D3h class average equals
`(2l + 5 + 2 c_l(2π/3) + 3(-1)^l + 2(-1)^l c_l(π/3)) / 12`. -/
theorem d3hAverage_eq (l : ℕ) : d3hAverage l =
    (2 * l + 5 + 2 * chi l (2 * π / 3) + 3 * (-1) ^ l + 2 * (-1) ^ l * chi l (π / 3)) / 12 := by
  have h0 : chi l 0 = 2 * l + 1 := by rw [chi_fold]; simp; ring
  have hs : ((-1 : ℝ)) ^ l * (-1) ^ l = 1 := by rw [← mul_pow]; norm_num
  unfold d3hAverage chiInv
  rw [h0, chi_pi, hs]; ring

/-- For every `l`, `(2l + 5 + 2 c_l(2π/3) + 3(-1)^l + 2(-1)^l c_l(π/3)) / 12` is the number of
`m` in `0..l` divisible by 3 with `l + m` even. -/
theorem character_average_eq_count (l : ℕ) :
    (2 * l + 5 + 2 * chi l (2 * π / 3) + 3 * (-1) ^ l + 2 * (-1) ^ l * chi l (π / 3)) / 12
      = ((allowed l).card : ℝ) := by
  -- for each m the E, C3, σh, S3 terms factor into the two selection rules
  have term : ∀ m : ℕ, 1 + 2 * cos ((m : ℝ) * (2 * π / 3)) + (-1) ^ l * cos ((m : ℝ) * π)
      + 2 * (-1) ^ l * cos ((m : ℝ) * (π / 3))
      = 6 * (if 3 ∣ m ∧ Even (l + m) then (1 : ℝ) else 0) := by
    intro m
    have h2 : cos ((m : ℝ) * π) = (-1) ^ m := by
      have h := cos_nat_pi_sub m 0
      rwa [sub_zero, cos_zero, mul_one] at h
    have h6 : cos ((m : ℝ) * (π / 3)) = (-1) ^ m * cos ((m : ℝ) * (2 * π / 3)) := by
      rw [← cos_nat_pi_sub]; congr 1; ring
    calc _ = (1 + 2 * cos ((m : ℝ) * (2 * π / 3))) * (1 + (-1) ^ (l + m)) := by
          rw [h2, h6, pow_add]; ring
      _ = _ := by
          rw [c3_selection]
          rcases Nat.even_or_odd (l + m) with he | ho
          · rw [he.neg_one_pow]
            by_cases h : 3 ∣ m
            · rw [if_pos h, if_pos (And.intro h he)]
              norm_num
            · have hn : ¬ (3 ∣ m ∧ Even (l + m)) := fun h' => h h'.1
              rw [if_neg h, if_neg hn]
              norm_num
          · have hne := Nat.not_even_iff_odd.mpr ho
            rw [ho.neg_one_pow]
            simp [hne]
  have hcard : ∑ m ∈ range (l + 1), (if 3 ∣ m ∧ Even (l + m) then (1 : ℝ) else 0)
      = ((allowed l).card : ℝ) := by simp only [allowed, Finset.sum_boole]
  -- sum over m = 0..l and use the twofold character
  have hsum := Finset.sum_congr (rfl : range (l + 1) = _) fun m _ => term m
  simp only [sum_add_distrib, ← mul_sum, sum_const, card_range, nsmul_eq_mul, mul_one] at hsum
  rw [hcard] at hsum
  push_cast at hsum
  have hB := (chi_fold l π).symm.trans (chi_pi l)
  have hs : ((-1 : ℝ)) ^ l * (-1) ^ l = 1 := by rw [← mul_pow]; norm_num
  rw [chi_fold, chi_fold]
  linear_combination hsum / 6 - (-1) ^ l / 12 * hB - hs / 12

/-- The allowed values of `m` for `l = 0, …, 8`. -/
theorem hcp_list : allowed 0 = {0} ∧ allowed 1 = ∅ ∧ allowed 2 = {0} ∧ allowed 3 = {3} ∧
    allowed 4 = {0} ∧ allowed 5 = {3} ∧ allowed 6 = {0, 6} ∧ allowed 7 = {3} ∧
    allowed 8 = {0, 6} := by
  refine ⟨?_, ?_, ?_, ?_, ?_, ?_, ?_, ?_, ?_⟩ <;> decide

/-- The operator multiplying the coefficient `f m` of `Θ_{l|m|}(θ) e^{imφ}` by `d m`. -/
def diagOp (d : ℤ → ℂ) : (ℤ → ℂ) →ₗ[ℂ] (ℤ → ℂ) where
  toFun f := fun m => d m * f m
  map_add' f g := funext fun m => mul_add (d m) (f m) (g m)
  map_smul' c f := funext fun m => mul_left_comm (d m) c (f m)

/-- The phase `e^{2πi/3}`. -/
def w3 : ℂ := Complex.exp (2 * π * Complex.I / 3)

/-- The threefold rotation about `z`: the coefficient `f m` gains the phase `e^{2πim/3}`. -/
def rotC3 : (ℤ → ℂ) →ₗ[ℂ] (ℤ → ℂ) := diagOp fun m => w3 ^ m

/-- The horizontal mirror `z → -z`: the coefficient `f m` gains the sign `(-1)^(l+|m|)`. -/
def mirrorH (l : ℕ) : (ℤ → ℂ) →ₗ[ℂ] (ℤ → ℂ) := diagOp fun m => (-1) ^ (l + m.natAbs)

/-- The vertical mirror `φ → -φ`: the coefficients `f m` and `f (-m)` are exchanged. -/
def mirrorV : (ℤ → ℂ) →ₗ[ℂ] (ℤ → ℂ) where
  toFun f := fun m => f (-m)
  map_add' _ _ := rfl
  map_smul' _ _ := rfl

/-- Coefficient vectors of the shell `l` fixed by the generators C3, σh, σv of D3h. -/
def invariants (l : ℕ) : Submodule ℂ (ℤ → ℂ) where
  carrier := {f | (∀ m : ℤ, l < m.natAbs → f m = 0) ∧ rotC3 f = f ∧ mirrorH l f = f ∧
    mirrorV f = f}
  add_mem' := by
    rintro f g ⟨a0, a1, a2, a3⟩ ⟨b0, b1, b2, b3⟩
    exact ⟨fun m hm => by simp [a0 m hm, b0 m hm], by rw [map_add, a1, b1],
      by rw [map_add, a2, b2], by rw [map_add, a3, b3]⟩
  zero_mem' := ⟨fun _ _ => rfl, map_zero _, map_zero _, map_zero _⟩
  smul_mem' := by
    rintro c f ⟨a0, a1, a2, a3⟩
    exact ⟨fun m hm => by simp [a0 m hm], by rw [map_smul, a1], by rw [map_smul, a2],
      by rw [map_smul, a3]⟩

/-- A coefficient vector is a D3h-invariant vector of the shell `l` exactly when it is even
in `m` and vanishes unless `|m|` is allowed. -/
theorem mem_invariants (l : ℕ) (f : ℤ → ℂ) : f ∈ invariants l ↔
    (∀ m, f (-m) = f m) ∧ ∀ m : ℤ, m.natAbs ∉ allowed l → f m = 0 := by
  have prim : IsPrimitiveRoot w3 3 := by
    unfold w3
    simpa only [Nat.cast_ofNat] using Complex.isPrimitiveRoot_exp 3 (by norm_num)
  have hw : ∀ m : ℤ, w3 ^ m = 1 ↔ 3 ∣ m.natAbs := fun m =>
    (prim.zpow_eq_one_iff_dvd m).trans Int.natCast_dvd
  change (_ ∧ _ ∧ _ ∧ _) ↔ _
  simp only [allowed, mem_filter, mem_range]
  constructor
  · rintro ⟨h0, h1, h2, h3⟩
    refine ⟨fun m => congrFun h3 m, fun m hm => ?_⟩
    -- a nonzero coefficient forces both phases to be 1
    by_contra hf
    have a1 : w3 ^ m * f m = f m := congrFun h1 m
    have a2 : (-1) ^ (l + m.natAbs) * f m = f m := congrFun h2 m
    have b1 := mul_right_cancel₀ hf (a1.trans (one_mul _).symm)
    have b2 := mul_right_cancel₀ hf (a2.trans (one_mul _).symm)
    refine hm ⟨?_, (hw m).1 b1, ?_⟩
    · by_contra hl
      exact hf (h0 m (by omega))
    · by_contra hodd
      rw [(Nat.not_even_iff_odd.mp hodd).neg_one_pow] at b2
      norm_num at b2
  · rintro ⟨hs, hz⟩
    refine ⟨fun m hm => hz m fun h => by omega, funext fun m => ?_, funext fun m => ?_,
      funext hs⟩
    · show w3 ^ m * f m = f m
      by_cases h : 3 ∣ m.natAbs
      · rw [(hw m).2 h, one_mul]
      · rw [hz m fun h' => h h'.2.1, mul_zero]
    · show (-1) ^ (l + m.natAbs) * f m = f m
      by_cases h : Even (l + m.natAbs)
      · rw [h.neg_one_pow, one_mul]
      · rw [hz m fun h' => h h'.2.2, mul_zero]

/-- The dimension of the D3h-invariant subspace of the shell `l` equals the D3h class average
of the characters. -/
theorem finrank_invariants (l : ℕ) :
    (Module.finrank ℂ (invariants l) : ℝ) = d3hAverage l := by
  -- restriction to the allowed m ≥ 0 is a linear bijection
  let R : invariants l →ₗ[ℂ] (allowed l → ℂ) :=
    { toFun := fun f k => f.1 (k.1 : ℤ)
      map_add' := fun _ _ => rfl
      map_smul' := fun _ _ => rfl }
  have key : ∀ (f : invariants l) (m : ℤ), f.1 m = f.1 (m.natAbs : ℤ) := by
    intro f m
    rcases Int.natAbs_eq m with h | h
    · exact congrArg f.1 h
    · exact (congrArg f.1 h).trans (((mem_invariants l f.1).1 f.2).1 _)
  have hR : Function.Bijective R := by
    constructor
    · intro f g h
      refine Subtype.ext (funext fun m => ?_)
      by_cases hm : m.natAbs ∈ allowed l
      · rw [key f m, key g m]
        exact congrFun h ⟨_, hm⟩
      · rw [((mem_invariants l f.1).1 f.2).2 m hm, ((mem_invariants l g.1).1 g.2).2 m hm]
    · intro g
      let G : ℕ → ℂ := fun n => if h : n ∈ allowed l then g ⟨n, h⟩ else 0
      refine ⟨⟨fun m => G m.natAbs, (mem_invariants l _).2
        ⟨fun m => congrArg G (Int.natAbs_neg m), fun m hm => dif_neg hm⟩⟩, funext fun k => ?_⟩
      show G ((k.1 : ℤ).natAbs) = g k
      rw [Int.natAbs_natCast]
      exact dif_pos k.2
  rw [(LinearEquiv.ofBijective R hR).finrank_eq, Module.finrank_fintype_fun_eq_card,
    Fintype.card_coe, d3hAverage_eq, character_average_eq_count]

end

end HcpLatticeHarmonics
```

```lean
#print axioms HcpLatticeHarmonics.character_average_eq_count
#print axioms HcpLatticeHarmonics.hcp_list
#print axioms HcpLatticeHarmonics.finrank_invariants
```

```
'HcpLatticeHarmonics.character_average_eq_count' depends on axioms: [propext, Classical.choice, Quot.sound]
'HcpLatticeHarmonics.hcp_list' depends on axioms: [propext, Classical.choice, Quot.sound]
'HcpLatticeHarmonics.finrank_invariants' depends on axioms: [propext, Classical.choice, Quot.sound]
```

## The trigonometric lemmas

`cos_nat_pi_sub` is the identity for \(\cos(n\pi-x)\), by induction with `cos_add_pi`. `chi_succ` writes the larger index interval as the smaller one with the two new endpoints inserted. `chi_fold` and `chi_pi` are the two inductions on that recursion. `c3_selection` splits \(m\) into \(3k\), \(3k+1\), \(3k+2\), removes \(2\pi k\) by periodicity, and reduces the angles \(\pi-\pi/3\) and \(\pi/3+\pi\) to `cos_pi_div_three`. `d3hAverage_eq` substitutes \(c_l(0)\), \(c_l(\pi)\) and \((-1)^l(-1)^l=1\).

## The count

In `character_average_eq_count`, `term` is the statement about \(T_m\): `h2` and `h6` are the two cosine reductions, the first `calc` step is the factorisation, and the second runs through the parity of \(l+m\) and, for even parity, divisibility by 3. `hsum` is the summed equation with \(6N_l\) on the right, and `hB` reads \(2S_l(\pi)-1=(-1)^l\). The closing `linear_combination` divides `hsum` by 6, which is doubling and dividing by 12, and uses `hB` and `hs` to eliminate \(S_l(\pi)\). `hcp_list` evaluates each finite set with `decide`.

## The dimension

`mem_invariants` first shows that `w3` is a primitive cube root of unity, so `w3 ^ m = 1` exactly when \(3\mid|m|\). In the forward direction it cancels a nonzero \(f_m\) from both eigenvalue equations; in the backward direction each equation holds because either the phase is 1 or the coefficient is 0. `finrank_invariants` defines `R`, the restriction to allowed \(m\ge0\). It is injective because `key` gives \(f_m=f_{|m|}\) and all other coefficients vanish. It is surjective because given values `g` extend by zero to `G` and then evenly through `G m.natAbs`. The target space has dimension \(N_l\), and the two earlier equalities turn this into \(A_l\).
